# Polar Decomposition of a Real Symplectic Matrix into Symplectic Factors

## Phase space, squeezings and passive maps

Take a system with finitely many degrees of freedom, labelled by a set $l$. A phase-space point is a column vector of positions followed by momenta, in units that make both dimensionless, with the product of position unit and momentum unit the same for every degree of freedom. Write $1$ for the identity matrix and set

$$J=\begin{pmatrix}0&-1\\1&0\end{pmatrix},\qquad J^T=-J,\qquad J^2=-1 .$$

A real matrix $S$ is *symplectic* if $SJS^T=J$. Such matrices are the linear canonical maps. The opposite sign of $J$, common in mechanics, defines the same group, and $S^T$ is symplectic whenever $S$ is.

A real matrix $P$ is *positive definite* if $P^T=P$ and $x^TPx>0$ for every $x\neq0$. A positive definite symplectic matrix is called a squeezing here. A *passive* map is a symplectic $O$ with $O^TO=1$; it preserves the sum of the squares of all positions and momenta, which is twice the energy of a set of identical oscillators whose mass and frequency equal one in these units. Which maps count as passive or as squeezings depends on this choice: rescaling positions by a factor and momenta by its inverse is canonical, but it changes the sum of squares and in general the two factors below.

The claim is that for symplectic $S$ there is exactly one positive definite $P$ with $P^2=S^TS$, that this $P$ is symplectic, and that $O=SP^{-1}$ is passive. Hence $S=OP$: squeeze first, then apply a passive map.

## Derivation from the uniqueness of the positive root

**The root exists.** Since $S$ is invertible, $x^TS^TSx=|Sx|^2>0$ for $x\ne0$, so $M=S^TS$ is positive definite. Diagonalise it as $M=U\,\mathrm{diag}(d_i)\,U^T$ with $U$ orthogonal and all $d_i>0$. Then $P=U\,\mathrm{diag}(\sqrt{d_i})\,U^T$ is positive definite and $P^2=M$.

**It is unique.** Let $P$ and $Q$ be positive definite with $P^2=Q^2$, and put $D=P-Q$. Then $PD=Q^2-PQ=-DQ$, so

$$D(P+Q)D=D(PD)+DQD=-D^2Q+DQD .$$

The two terms on the right have opposite traces, by cyclicity. Since $D$ is symmetric, the trace of the left side is a sum over the columns $D_j$ of $D$:

$$0=\sum_j D_j^T(P+Q)D_j .$$

Each term is non-negative and vanishes only if $D_j=0$. Hence $D=0$.

**It is symplectic.** The matrix $P^2=S^TS$ is a product of symplectic matrices, so $P^2JP^2=J$. With $K=P^{-1}$, multiplying by $K^2$ from the left gives $K^2J=JP^2$. Consider $Q=J^TKJ=-JKJ$, which is positive definite because $K$ is and $J$ is invertible. Its square is

$$Q^2=JKJ^2KJ=-JK^2J=-J^2P^2=P^2 .$$

By uniqueness $Q=P$, and therefore $PJP=PJ(-JKJ)=PKJ=J$.

**The other factor is passive.** With $O=SK$ we have $O^TO=KS^TSK=KP^2K=1$. Also $OJO^T=O(PJP)O^T=SJS^T=J$.

**Squeezing is reciprocal.** If $Pv=rv$, then $r\,PJv=PJPv=Jv$. For $v\neq0$ the number $r$ is positive, so the conjugate direction $Jv$ is scaled by $1/r$.

## Free flight, and a root that is not positive

For one particle of unit mass moving freely for a time $t$,

$$S=\begin{pmatrix}1&t\\0&1\end{pmatrix},\quad
P=\frac1{\sqrt{4+t^2}}\begin{pmatrix}2&t\\t&2+t^2\end{pmatrix},\quad
O=\frac1{\sqrt{4+t^2}}\begin{pmatrix}2&t\\-t&2\end{pmatrix}.$$

The shear is a squeezing followed by a rotation of phase space. In code, a singular value decomposition $S=W\Sigma V^T$ gives $P=V\Sigma V^T$ and $O=WV^T$ without forming $S^TS$. In exact arithmetic the residuals $PJP-J$ and $OJO^T-J$ both vanish exactly when $S$ is symplectic, so they test whether a numerically propagated $S$ is still symplectic. Rounding errors in them can grow with the strength of the squeezing, and the tolerance has to allow for that.

Positivity matters. The matrix $R=\mathrm{diag}(1,-1)$ is symmetric and $R^2=1$ is symplectic, but $RJR=-J$. So a symmetric root of a symplectic matrix need not be symplectic, and $1=R\,R$ factors a symplectic matrix into an orthogonal and a symmetric matrix, neither of them symplectic.

## Positive definite matrices in Lean

General square matrices are indexed by a finite type `m`, and phase-space matrices by `l ⊕ l`. The first theorem translates Mathlib's `PosDef`, phrased with a conjugate transpose, into the real definition above.

```lean
import Mathlib

open Matrix

namespace SymplecticPolar

variable {m l : Type*} [Fintype m] [DecidableEq m] [Fintype l] [DecidableEq l]

omit [DecidableEq m] in
/-- A real matrix is positive definite iff it is symmetric and its quadratic form is positive
on nonzero vectors. -/
theorem posDef_real_iff (P : Matrix m m ℝ) :
    P.PosDef ↔ Pᵀ = P ∧ ∀ x : m → ℝ, x ≠ 0 → 0 < x ⬝ᵥ P *ᵥ x := by
  rw [posDef_iff_dotProduct_mulVec]
  constructor
  · rintro ⟨h1, h2⟩
    refine ⟨?_, fun x hx => by simpa only [star_trivial] using h2 hx⟩
    rw [← conjTranspose_eq_transpose_of_trivial]
    exact h1
  · rintro ⟨h1, h2⟩
    refine ⟨?_, fun x hx => by simpa only [star_trivial] using h2 x hx⟩
    rw [← conjTranspose_eq_transpose_of_trivial] at h1
    exact h1
```

The next lemma says that $A^TPA$ is positive definite when $A$ has a left inverse $B$. The left inverse ensures $Ax\neq0$ for $x\ne0$, and the quadratic form at $x$ is that of $P$ at $Ax$.

```lean
/-- A positive definite quadratic form stays positive definite under an invertible linear
change of coordinates. -/
theorem posDef_congruence {P A B : Matrix m m ℝ} (hP : P.PosDef) (hBA : B * A = 1) :
    (Aᵀ * P * A).PosDef := by
  rw [posDef_real_iff] at hP ⊢
  obtain ⟨hs, hp⟩ := hP
  refine ⟨by simp only [transpose_mul, transpose_transpose, hs, Matrix.mul_assoc],
    fun x hx => ?_⟩
  have hAx : A *ᵥ x ≠ 0 := by
    intro h
    apply hx
    calc x = (B * A) *ᵥ x := by rw [hBA, one_mulVec]
      _ = 0 := by rw [← mulVec_mulVec, h, mulVec_zero]
  have e : x ⬝ᵥ (Aᵀ * P * A) *ᵥ x = (A *ᵥ x) ⬝ᵥ P *ᵥ (A *ᵥ x) := by
    rw [Matrix.mul_assoc, ← mulVec_mulVec, ← mulVec_mulVec, dotProduct_mulVec,
      vecMul_transpose]
  rw [e]
  exact hp _ hAx
```

Uniqueness follows the trace argument. `hPD` is the relation $PD=-DQ$, `ht` is the vanishing trace, and `hj` rewrites the $j$-th diagonal entry as the quadratic form on column $j$. A sum of non-negative terms equal to zero has only zero terms, which gives `hcol`.

```lean
/-- Two positive definite matrices with the same square are equal. -/
theorem posDef_sqrt_unique {P Q : Matrix m m ℝ} (hP : P.PosDef) (hQ : Q.PosDef)
    (h : P * P = Q * Q) : P = Q := by
  obtain ⟨hPs, hPp⟩ := (posDef_real_iff P).1 hP
  obtain ⟨hQs, hQp⟩ := (posDef_real_iff Q).1 hQ
  obtain ⟨D, hD⟩ : ∃ D, D = P - Q := ⟨_, rfl⟩
  have hDT : Dᵀ = D := by rw [hD, transpose_sub, hPs, hQs]
  have hsym : ∀ a b, D a b = D b a := fun a b => congrFun (congrFun hDT b) a
  have hPD : P * D = -(D * Q) := by rw [hD, mul_sub, sub_mul, h, neg_sub]
  -- the trace of D (P + Q) D vanishes by cyclicity
  have ht : trace (D * (P + Q) * D) = 0 := by
    have h1 : D * (P + Q) * D = (D * Q) * D - D * (D * Q) := by
      calc D * (P + Q) * D = D * (P * D) + D * Q * D := by noncomm_ring
        _ = _ := by rw [hPD]; noncomm_ring
    rw [h1, trace_sub, trace_mul_comm (D * Q) D, sub_self]
  -- it is also a sum of positive quadratic forms over the columns of D
  have hj : ∀ j, (D * (P + Q) * D) j j
      = (fun i => D i j) ⬝ᵥ (P + Q) *ᵥ (fun i => D i j) := by
    intro j
    rw [Matrix.mul_assoc, Matrix.mul_apply]
    simp only [dotProduct, mulVec, Matrix.mul_apply]
    exact Finset.sum_congr rfl fun k _ => by rw [hsym j k]
  have hR : ∀ x : m → ℝ, x ≠ 0 → 0 < x ⬝ᵥ (P + Q) *ᵥ x := fun x hx => by
    rw [add_mulVec, dotProduct_add]
    exact add_pos (hPp x hx) (hQp x hx)
  have hR0 : ∀ x : m → ℝ, 0 ≤ x ⬝ᵥ (P + Q) *ᵥ x := fun x => by
    by_cases hx : x = 0
    · simp [hx]
    · exact (hR x hx).le
  simp only [Matrix.trace, diag_apply, hj] at ht
  have z := (Finset.sum_eq_zero_iff_of_nonneg (fun j _ => hR0 (fun i => D i j))).1 ht
  have hcol : ∀ j, (fun i => D i j) = 0 := by
    intro j
    by_contra hne
    exact (hR _ hne).ne' (z j (Finset.mem_univ j))
  have hD0 : D = 0 := by
    ext i j
    exact congrFun (hcol j) i
  exact sub_eq_zero.1 (hD.symm.trans hD0)
```

For existence, the spectral theorem supplies `U` and `d`. Positivity of the new matrix comes from the congruence lemma applied to the diagonal matrix of square roots, and the closing calculation cancels $U^TU$ in the middle of the square.

```lean
/-- Every positive definite matrix has a positive definite square root. -/
theorem exists_posDef_sqrt {M : Matrix m m ℝ} (hM : M.PosDef) :
    ∃ P : Matrix m m ℝ, P.PosDef ∧ P * P = M := by
  obtain ⟨U, d, hU, hd, hMU⟩ : ∃ (U : Matrix m m ℝ) (d : m → ℝ),
      Uᵀ * U = 1 ∧ (∀ i, 0 < d i) ∧ M = U * diagonal d * Uᵀ := by
    refine ⟨(hM.isHermitian.eigenvectorUnitary : Matrix m m ℝ), hM.isHermitian.eigenvalues,
      ?_, hM.eigenvalues_pos, ?_⟩
    · rw [← conjTranspose_eq_transpose_of_trivial]
      exact mem_unitaryGroup_iff'.1 hM.isHermitian.eigenvectorUnitary.2
    · have h := hM.isHermitian.spectral_theorem
      rw [Unitary.conjStarAlgAut_apply] at h
      rw [← conjTranspose_eq_transpose_of_trivial]
      exact h
  have hr : ∀ i, √(d i) * √(d i) = d i := fun i => Real.mul_self_sqrt (hd i).le
  -- take square roots of the eigenvalues
  refine ⟨U * diagonal (fun i => √(d i)) * Uᵀ, ?_, ?_⟩
  · have hdiag : (diagonal (fun i => √(d i))).PosDef :=
      PosDef.diagonal fun i => Real.sqrt_pos.2 (hd i)
    have h := posDef_congruence (A := Uᵀ) (B := U) hdiag (mul_eq_one_comm.1 hU)
    rwa [transpose_transpose] at h
  · calc _ = U * diagonal (fun i => √(d i)) * (Uᵀ * U) * diagonal (fun i => √(d i)) * Uᵀ := by
          simp only [Matrix.mul_assoc]
      _ = U * (diagonal (fun i => √(d i)) * diagonal (fun i => √(d i))) * Uᵀ := by
          rw [hU, Matrix.mul_one]; simp only [Matrix.mul_assoc]
      _ = M := by rw [diagonal_mul_diagonal, hMU]; simp only [hr]
```

## Symplecticity passes to the root and to both factors

Membership in `symplecticGroup l ℝ` means $SJS^T=J$. In the proof below $J$ is renamed `Ω`, leaving only its algebraic relations in play. The step `h2` is $K^2J=JP^2$, `hpos` states that $-JKJ$ is positive definite, `hQQ` computes its square, and `hQP` invokes uniqueness. Positivity of $-JKJ$ is obtained by writing it as $(KJ)^TP(KJ)$.

```lean
/-- If the square of a positive definite matrix is symplectic, the matrix itself is
symplectic. -/
theorem posDef_sqrt_symplectic {P : Matrix (l ⊕ l) (l ⊕ l) ℝ} (hP : P.PosDef)
    (h : P * P ∈ symplecticGroup l ℝ) : P ∈ symplecticGroup l ℝ := by
  have hs := ((posDef_real_iff P).1 hP).1
  have hu : IsUnit P.det := hP.det_pos.ne'.isUnit
  obtain ⟨K, hPK, hKP, hKT⟩ : ∃ K, P * K = 1 ∧ K * P = 1 ∧ Kᵀ = K :=
    ⟨P⁻¹, mul_nonsing_inv P hu, nonsing_inv_mul P hu, by rw [transpose_nonsing_inv, hs]⟩
  have hJ2 := J_squared l ℝ
  have hJT := J_transpose l ℝ
  rw [SymplecticGroup.mem_iff] at h ⊢
  rw [transpose_mul, hs] at h
  rw [hs]
  generalize J l ℝ = Ω at h hJ2 hJT ⊢
  have h2 : K * K * Ω = Ω * (P * P) := by
    calc K * K * Ω = K * K * (P * P * Ω * (P * P)) := by rw [h]
      _ = K * (K * P) * P * Ω * (P * P) := by simp only [mul_assoc]
      _ = Ω * (P * P) := by rw [hKP, mul_one, hKP, one_mul]
  -- the conjugated inverse is also a positive definite root of P * P, so it will equal P
  have hB : (-(Ω * P)) * (K * Ω) = 1 := by
    calc _ = -(Ω * (P * K) * Ω) := by noncomm_ring
      _ = 1 := by rw [hPK, mul_one, hJ2, neg_neg]
  have hpos := posDef_congruence hP hB
  have hQ : (K * Ω)ᵀ * P * (K * Ω) = -(Ω * K * Ω) := by
    rw [transpose_mul, hJT, hKT]
    calc _ = -(Ω * (K * P) * K * Ω) := by noncomm_ring
      _ = _ := by rw [hKP, mul_one]
  rw [hQ] at hpos
  have hQQ : -(Ω * K * Ω) * -(Ω * K * Ω) = P * P := by
    calc _ = Ω * K * (Ω * Ω) * K * Ω := by rw [neg_mul_neg]; simp only [mul_assoc]
      _ = -(Ω * (K * K * Ω)) := by rw [hJ2]; noncomm_ring
      _ = -(Ω * Ω) * (P * P) := by rw [h2]; noncomm_ring
      _ = P * P := by rw [hJ2, neg_neg, one_mul]
  have hQP := posDef_sqrt_unique hpos hP hQQ
  calc P * Ω * P = P * Ω * (-(Ω * K * Ω)) := by rw [hQP]
    _ = -(P * (Ω * Ω) * K * Ω) := by noncomm_ring
    _ = Ω := by rw [hJ2, mul_neg, mul_one, neg_mul, neg_mul, neg_neg, hPK, one_mul]
```

An orthogonal factor disappears from $S^TS$:

```lean
/-- An orthogonal factor drops out of the Gram matrix: if `S = O P` with `O` orthogonal and `P`
positive definite, then `SᵀS = P²`. -/
theorem gram_of_polar {O P : Matrix m m ℝ} (hO : Oᵀ * O = 1) (hP : P.PosDef) :
    (O * P)ᵀ * (O * P) = P * P := by
  rw [transpose_mul, ((posDef_real_iff P).1 hP).1]
  calc P * Oᵀ * (O * P) = P * (Oᵀ * O) * P := by simp only [Matrix.mul_assoc]
    _ = P * P := by rw [hO, Matrix.mul_one]
```

Consequently, whenever a product $OP$ of an orthogonal and a positive definite matrix is symplectic, each factor is. The proof treats $P$ first, through its square, and then inserts $J=PJP^T$ between $O$ and $O^T$.

```lean
/-- If an orthogonal matrix times a positive definite matrix is symplectic, both factors are
symplectic. -/
theorem polar_factors_symplectic {O P : Matrix (l ⊕ l) (l ⊕ l) ℝ} (hO : Oᵀ * O = 1)
    (hP : P.PosDef) (hS : O * P ∈ symplecticGroup l ℝ) :
    O ∈ symplecticGroup l ℝ ∧ P ∈ symplecticGroup l ℝ := by
  have hPS : P ∈ symplecticGroup l ℝ := by
    apply posDef_sqrt_symplectic hP
    rw [← gram_of_polar hO hP]
    exact mul_mem (SymplecticGroup.transpose_mem hS) hS
  refine ⟨?_, hPS⟩
  rw [SymplecticGroup.mem_iff] at hS hPS ⊢
  calc O * J l ℝ * Oᵀ = O * (P * J l ℝ * Pᵀ) * Oᵀ := by rw [hPS]
    _ = O * P * J l ℝ * (O * P)ᵀ := by simp only [transpose_mul, Matrix.mul_assoc]
    _ = J l ℝ := hS
```

## The decomposition theorem

The only hypothesis is that `S` is symplectic. The conclusion provides a `P` that is positive definite with square $S^TS$, equals every other positive definite `Q` with that square, and is symplectic. It adds that $SP^{-1}$ is symplectic and orthogonal, and that $S=(SP^{-1})P$. A positive definite matrix has positive determinant, so `P⁻¹` is a true inverse.

The proof obtains `P` from the existence lemma, checks orthogonality in `hO`, and passes the factorisation `hfac` to the preceding theorem.

```lean
/-- Symplectic polar decomposition: for a linear canonical map `S`, the matrix `SᵀS` has exactly
one positive definite square root `P`; it is symplectic, `S P⁻¹` is orthogonal and symplectic,
and `S` is the squeezing `P` followed by the passive map `S P⁻¹`. -/
theorem symplectic_polar_decomposition {S : Matrix (l ⊕ l) (l ⊕ l) ℝ}
    (hS : S ∈ symplecticGroup l ℝ) :
    ∃ P : Matrix (l ⊕ l) (l ⊕ l) ℝ, (P.PosDef ∧ P * P = Sᵀ * S) ∧
      (∀ Q : Matrix (l ⊕ l) (l ⊕ l) ℝ, Q.PosDef → Q * Q = Sᵀ * S → Q = P) ∧
      P ∈ symplecticGroup l ℝ ∧ S * P⁻¹ ∈ symplecticGroup l ℝ ∧
      (S * P⁻¹)ᵀ * (S * P⁻¹) = 1 ∧ S = (S * P⁻¹) * P := by
  have hSS : (Sᵀ * S).PosDef := by
    have h := posDef_congruence (PosDef.one (n := l ⊕ l) (R := ℝ))
      (nonsing_inv_mul S (SymplecticGroup.symplectic_det hS))
    rwa [Matrix.mul_one] at h
  obtain ⟨P, hP, hPP⟩ := exists_posDef_sqrt hSS
  have hu : IsUnit P.det := hP.det_pos.ne'.isUnit
  have hfac : S = (S * P⁻¹) * P := by
    rw [Matrix.mul_assoc, nonsing_inv_mul P hu, Matrix.mul_one]
  have hO : (S * P⁻¹)ᵀ * (S * P⁻¹) = 1 := by
    rw [transpose_mul, transpose_nonsing_inv, ((posDef_real_iff P).1 hP).1]
    calc P⁻¹ * Sᵀ * (S * P⁻¹) = P⁻¹ * (Sᵀ * S) * P⁻¹ := by simp only [Matrix.mul_assoc]
      _ = (P⁻¹ * P) * (P * P⁻¹) := by rw [← hPP]; simp only [Matrix.mul_assoc]
      _ = 1 := by rw [nonsing_inv_mul P hu, mul_nonsing_inv P hu, Matrix.mul_one]
  obtain ⟨h1, h2⟩ := polar_factors_symplectic hO hP (hfac ▸ hS)
  exact ⟨P, ⟨hP, hPP⟩, fun Q hQ hQQ => posDef_sqrt_unique hQ hP (hQQ.trans hPP.symm),
    h2, h1, hO, hfac⟩
```

For quantum mechanics, this is the matrix part of a statement about finitely many bosonic modes evolving under quadratic Hamiltonians: the linear action on the quadratures splits into squeezing and a passive part of the kind realised by beam splitters and phase shifters. The theorem concerns the matrices alone, not the unitary operators that implement them, and it covers neither nonlinear canonical maps nor infinitely many modes.

## Unique factors and reciprocal scaling

Two factorisations of the same matrix into an orthogonal and a positive definite factor coincide. Comparing $S^TS$ gives $P=P'$, and multiplying by $P^{-1}$ gives $O=O'$. No symplectic structure is needed.

```lean
/-- The orthogonal and the positive definite factor of a matrix are both uniquely
determined. -/
theorem polar_unique {O O' P P' : Matrix m m ℝ} (hO : Oᵀ * O = 1) (hO' : O'ᵀ * O' = 1)
    (hP : P.PosDef) (hP' : P'.PosDef) (h : O * P = O' * P') : O = O' ∧ P = P' := by
  have hPP : P = P' := posDef_sqrt_unique hP hP' (by
    rw [← gram_of_polar hO hP, h, gram_of_polar hO' hP'])
  subst hPP
  have hu : IsUnit P.det := hP.det_pos.ne'.isUnit
  refine ⟨?_, rfl⟩
  calc O = O * P * P⁻¹ := by rw [Matrix.mul_assoc, mul_nonsing_inv P hu, Matrix.mul_one]
    _ = O' := by rw [h, Matrix.mul_assoc, mul_nonsing_inv P hu, Matrix.mul_one]
```

The last theorem expresses the reciprocal scaling as $r\,P(Jv)=Jv$, without division. It requires `P` to be symmetric and symplectic, but not positive, and it allows $v=0$. It concerns one eigenvector at a time; it does not construct a passive change of coordinates that diagonalises $P$ into independent single-mode squeezings.

```lean
/-- Squeezing is reciprocal: if a symmetric symplectic `P` scales the phase-space direction `v`
by `r`, then `r` times the image of the conjugate direction `J v` is `J v` itself. -/
theorem squeezing_reciprocal {P : Matrix (l ⊕ l) (l ⊕ l) ℝ} (hs : Pᵀ = P)
    (hP : P ∈ symplecticGroup l ℝ) {v : l ⊕ l → ℝ} {r : ℝ} (hv : P *ᵥ v = r • v) :
    r • (P *ᵥ (J l ℝ *ᵥ v)) = J l ℝ *ᵥ v := by
  have h := SymplecticGroup.mem_iff.1 hP
  rw [hs] at h
  calc r • (P *ᵥ (J l ℝ *ᵥ v)) = P *ᵥ (J l ℝ *ᵥ (P *ᵥ v)) := by
        rw [hv, mulVec_smul, mulVec_smul]
    _ = (P * J l ℝ * P) *ᵥ v := by simp only [mulVec_mulVec, Matrix.mul_assoc]
    _ = J l ℝ *ᵥ v := by rw [h]

end SymplecticPolar
```

```lean
#print axioms SymplecticPolar.symplectic_polar_decomposition
#print axioms SymplecticPolar.polar_unique
#print axioms SymplecticPolar.squeezing_reciprocal
```

```
'SymplecticPolar.symplectic_polar_decomposition' depends on axioms: [propext, Classical.choice, Quot.sound]
'SymplecticPolar.polar_unique' depends on axioms: [propext, Classical.choice, Quot.sound]
'SymplecticPolar.squeezing_reciprocal' depends on axioms: [propext, Classical.choice, Quot.sound]
```
